# Yukawa interactions between an impurity and its periodic images decay exponentially with cell size

## The 26 images around one cell

Put a unit charge in a cubic cell of side $L$ and repeat the cell periodically. Suppose that two charges at distance $r$ interact through the Yukawa potential $e^{-\kappa r}/r$ with $\kappa>0$, and write $x=e^{-\kappa L}$, so that $0<x<1$. The cells that touch the central one hold 26 images: 6 at distance $L$, 12 at $\sqrt2\,L$ and 8 at $\sqrt3\,L$. Together they contribute

$$\frac1L\left(6x+\frac{12\,x^{\sqrt2}}{\sqrt2}+\frac{8\,x^{\sqrt3}}{\sqrt3}\right).$$

This is at least $6x/L$, from the six nearest images alone. It is at most $26x/L$, because no image is closer than $L$ and the potential decreases with distance. Further out, the number of images per cubic shell grows only quadratically, while the potential falls exponentially. The full sum $S$ over all images therefore keeps the same form:

$$\frac{6x}{L}\;\le\; S\;\le\;\frac{26x}{L(1-x)^2}.$$

```lean
import Mathlib

open Filter Topology

namespace YukawaImages

noncomputable section
```

## Images, distances and the screened potential

An image is labelled by a nonzero integer triple $n=(n_1,n_2,n_3)$. The type `Image` carries the condition $n\neq0$, which leaves out the interaction of the charge with itself.

```lean
/-- The periodic images of an impurity: the nonzero points of the cubic lattice `ℤ³`. -/
abbrev Image := {n : ℤ × ℤ × ℤ // n ≠ 0}
```

Its distance from the impurity is $L|n|$, with $|n|=\sqrt{n_1^2+n_2^2+n_3^2}$. In Lean the triple is a nested pair, so the three coordinates are `n.1`, `n.2.1` and `n.2.2`.

```lean
/-- Euclidean length of a lattice point, in units of the cell size. -/
def radius (n : ℤ × ℤ × ℤ) : ℝ :=
  Real.sqrt ((n.1 : ℝ) ^ 2 + (n.2.1 : ℝ) ^ 2 + (n.2.2 : ℝ) ^ 2)
```

The constant $\kappa$ is an inverse screening length. It stands for mobile charges, such as carriers or ions, that gather around each impurity and compensate its field. Here it is given, not derived from a response calculation. Charges and the prefactor of Coulomb's law are set to one.

```lean
/-- The Yukawa potential `exp (-κ r) / r` of a unit charge, for `r > 0`. -/
def yukawa (κ r : ℝ) : ℝ := Real.exp (-(κ * r)) / r
```

The quantity of interest is

$$S(\kappa,L)=\sum_{n\neq0}\frac{e^{-\kappa L|n|}}{L|n|},$$

which is the potential of all images at the site of the impurity. The interaction energy per cell is half of it, since each pair is shared by two cells.

```lean
/-- The screened interaction of an impurity with all its images in a cubic cell of size `L > 0`. -/
def imageSum (κ L : ℝ) : ℝ := ∑' n : Image, yukawa κ (L * radius n.1)
```

The model contains no uniform neutralising background. If one were added, interacting through the same Yukawa potential, it would contribute $-4\pi/(\kappa^2L^3)$ to the potential, which is a power law. The exponential decay belongs to the sum over images.

## Counting images by cubic shells

Spherical shells of a lattice are irregular, so the images are grouped by their largest coordinate, $m=\max(|n_1|,|n_2|,|n_3|)$.

```lean
/-- The cubic shell of a lattice point: its largest coordinate in absolute value. -/
def shell (n : ℤ × ℤ × ℤ) : ℕ := max n.1.natAbs (max n.2.1.natAbs n.2.2.natAbs)
```

The points with all coordinates between $-m$ and $m$ form a cube.

```lean
/-- The lattice points whose coordinates all lie between `-m` and `m`. -/
def cube (m : ℕ) : Finset (ℤ × ℤ × ℤ) :=
  Finset.Icc (-(m : ℤ)) m ×ˢ Finset.Icc (-(m : ℤ)) m ×ˢ Finset.Icc (-(m : ℤ)) m
```

The lower bound will need the six images at distance $L$.

```lean
/-- The six nearest images, one cell away along an axis. -/
def nearest : Finset Image :=
  {⟨(1, 0, 0), by decide⟩, ⟨(-1, 0, 0), by decide⟩, ⟨(0, 1, 0), by decide⟩,
    ⟨(0, -1, 0), by decide⟩, ⟨(0, 0, 1), by decide⟩, ⟨(0, 0, -1), by decide⟩}
```

A point lies in the cube of half-width $m$ exactly when its shell number is at most $m$. After the definitions are unfolded, this is linear integer arithmetic, which `omega` decides.

```lean
/-- The cube of half-width `m` consists of the shells up to number `m`. -/
theorem mem_cube (n : ℤ × ℤ × ℤ) (m : ℕ) : n ∈ cube m ↔ shell n ≤ m := by
  simp only [cube, shell, Finset.mem_product, Finset.mem_Icc, max_le_iff]
  omega
```

The cube of half-width $m$ has $(2m+1)^3$ points. Shell $m+1$ is the difference of two successive cubes:

$$(2m+3)^3-(2m+1)^3=24(m+1)^2+2.$$

For $m=0$ this gives the 26 neighbours of the opening example. In the proof, `hcard` counts the cube and `hsub` says that the smaller cube lies inside the larger.

```lean
/-- The cubic shell number `m + 1` holds `24 (m + 1)² + 2` lattice points. -/
theorem card_shell (m : ℕ) : (cube (m + 1) \ cube m).card = 24 * (m + 1) ^ 2 + 2 := by
  have hsub : cube m ⊆ cube (m + 1) := fun n hn =>
    (mem_cube n _).2 (((mem_cube n m).1 hn).trans (Nat.le_succ m))
  have hcard : ∀ k, (cube k).card = (2 * k + 1) ^ 3 := by
    intro k
    have h : (Finset.Icc (-(k : ℤ)) k).card = 2 * k + 1 := by
      rw [Int.card_Icc]
      omega
    simp only [cube, Finset.card_product, h]
    ring
  have h := Finset.card_sdiff_add_card_eq_card hsub
  rw [hcard, hcard] at h
  linarith
```

One coordinate of a point in shell $m$ has absolute value $m$, and the other two squares are not negative. Hence $|n|^2\ge m^2$ and $|n|\ge m$. The proof treats the three possible positions of the largest coordinate separately.

```lean
/-- A lattice point is at least as far from the origin as its shell number. -/
theorem shell_le_radius (n : ℤ × ℤ × ℤ) : (shell n : ℝ) ≤ radius n := by
  have h : shell n = n.1.natAbs ∨ shell n = n.2.1.natAbs ∨ shell n = n.2.2.natAbs := by
    unfold shell
    omega
  have key : ∀ a : ℤ, (a.natAbs : ℝ) ^ 2 = (a : ℝ) ^ 2 := by
    intro a
    rw [Nat.cast_natAbs, Int.cast_abs, sq_abs]
  unfold radius
  apply Real.le_sqrt_of_sq_le
  rcases h with h | h | h <;> rw [h, key] <;>
    nlinarith [sq_nonneg (n.1 : ℝ), sq_nonneg (n.2.1 : ℝ), sq_nonneg (n.2.2 : ℝ)]
```

## What one shell can contribute

Take any finite set of images from a single shell. Shell 0 holds only the origin, which is not an image, so its contribution is zero. For a shell $M=m+1\ge1$ there are at most $24M^2+2\le26M^2$ images. Each is at distance at least $LM$, so each contributes at most $e^{-\kappa LM}/(LM)=x^M/(LM)$. The product is

$$26M^2\cdot\frac{x^M}{LM}=\frac{26}{L}\,M\,x^M.$$

The Lean proof splits the same two cases with `rcases`. There `hc` is the bound on the count, `hp` the bound on each term, and `he` the identity $x^M=e^{-\kappa LM}$.

```lean
/-- For `κ, L > 0` images taken from shell `m` contribute at most `26 m exp (-κ L)ᵐ / L`. -/
theorem shell_sum_le {κ L : ℝ} (hκ : 0 < κ) (hL : 0 < L) (s : Finset Image) (m : ℕ)
    (hs : ∀ n ∈ s, shell n.1 = m) :
    ∑ n ∈ s, yukawa κ (L * radius n.1) ≤ 26 / L * ((m : ℝ) * Real.exp (-(κ * L)) ^ m) := by
  rcases m with _ | m
  · -- shell zero holds only the origin, which is not an image
    refine (Finset.sum_eq_zero fun n hn => ?_).trans_le (by simp)
    have h := hs n hn
    simp only [shell] at h
    exact absurd (Prod.ext (by simp; omega) (Prod.ext (by simp; omega) (by simp; omega))) n.2
  · have hcard : s.card ≤ 24 * (m + 1) ^ 2 + 2 := by
      rw [← card_shell m, ← Finset.card_image_of_injective s Subtype.val_injective]
      refine Finset.card_le_card fun k hk => ?_
      obtain ⟨n, hn, rfl⟩ := Finset.mem_image.1 hk
      rw [Finset.mem_sdiff, mem_cube, mem_cube, hs n hn]
      omega
    obtain ⟨M, hM⟩ : ∃ M : ℝ, M = ((m + 1 : ℕ) : ℝ) := ⟨_, rfl⟩
    have hM1 : 1 ≤ M := by
      rw [hM]
      exact_mod_cast Nat.succ_pos m
    have hM0 : 0 < M := by linarith
    have hc : (s.card : ℝ) ≤ 26 * M ^ 2 := by
      have h : (s.card : ℝ) ≤ 24 * M ^ 2 + 2 := by
        rw [hM]
        exact_mod_cast hcard
      nlinarith
    -- the potential decreases with distance
    have hp : ∀ n ∈ s, yukawa κ (L * radius n.1) ≤ Real.exp (-(κ * (L * M))) / (L * M) := by
      intro n hn
      have h := shell_le_radius n.1
      rw [hs n hn, ← hM] at h
      have h' : L * M ≤ L * radius n.1 := mul_le_mul_of_nonneg_left h hL.le
      exact div_le_div₀ (Real.exp_pos _).le (Real.exp_le_exp.2
        (neg_le_neg (mul_le_mul_of_nonneg_left h' hκ.le))) (mul_pos hL hM0) h'
    have he : Real.exp (-(κ * L)) ^ (m + 1) = Real.exp (-(κ * (L * M))) := by
      rw [← Real.exp_nat_mul, ← hM]
      congr 1
      ring
    rw [he, ← hM]
    refine (Finset.sum_le_card_nsmul _ _ _ hp).trans ?_
    rw [nsmul_eq_mul]
    refine (mul_le_mul_of_nonneg_right hc (by positivity)).trans (le_of_eq ?_)
    field_simp
```

## Adding the shells

Differentiating the geometric series and multiplying by $x$ gives

$$\sum_{m\ge0}m\,x^m=\frac{x}{(1-x)^2}\qquad(0<x<1).$$

Any finite set of images splits into its shells, so its contribution is at most

$$\frac{26}{L}\sum_{m\ge0}m\,x^m=\frac{26x}{L(1-x)^2}.$$

`Finset.sum_fiberwise_of_maps_to` performs the splitting, and `sum_le_hasSum` compares the finitely many shells that occur with the whole series.

```lean
/-- For `κ, L > 0` any finite set of images contributes at most `26 x / (L (1 - x)²)`,
where `x = exp (-κ L)`. -/
theorem finite_sum_le {κ L : ℝ} (hκ : 0 < κ) (hL : 0 < L) (s : Finset Image) :
    ∑ n ∈ s, yukawa κ (L * radius n.1) ≤
      26 * Real.exp (-(κ * L)) / (L * (1 - Real.exp (-(κ * L))) ^ 2) := by
  have hx : ‖Real.exp (-(κ * L))‖ < 1 := by
    rw [Real.norm_of_nonneg (Real.exp_pos _).le]
    exact Real.exp_lt_one_iff.2 (neg_lt_zero.2 (mul_pos hκ hL))
  have hsum := (hasSum_coe_mul_geometric_of_norm_lt_one hx).mul_left (26 / L)
  rw [div_mul_div_comm] at hsum
  rw [← Finset.sum_fiberwise_of_maps_to (g := fun n : Image => shell n.1)
    (t := s.image fun n : Image => shell n.1) (fun n hn => Finset.mem_image_of_mem _ hn)]
  refine (Finset.sum_le_sum fun m _ => shell_sum_le hκ hL _ m
    fun n hn => (Finset.mem_filter.1 hn).2).trans ?_
  exact sum_le_hasSum _ (fun m _ => by positivity) hsum
```

## The two-sided bound

All terms are nonnegative, and every finite partial sum stays below the same number. The series therefore converges, and its sum obeys the same upper bound. Dropping all but the six nearest images can only lower the sum, which leaves $6x/L$.

The theorem has three parts for every $\kappa>0$ and $L>0$: convergence, the lower bound and the upper bound. The first part matters for reading the other two, because Lean assigns the value zero to a sum that doesn't converge. In the proof, `summable_of_sum_le` gives convergence, `hr` places the six images at unit length, and `h6` evaluates their contribution.

```lean
/-- For `κ, L > 0` and `x = exp (-κ L)` the screened image sum converges and lies between
`6 x / L` and `26 x / (L (1 - x)²)`. -/
theorem imageSum_bounds {κ L : ℝ} (hκ : 0 < κ) (hL : 0 < L) :
    Summable (fun n : Image => yukawa κ (L * radius n.1)) ∧
    6 * Real.exp (-(κ * L)) / L ≤ imageSum κ L ∧
    imageSum κ L ≤ 26 * Real.exp (-(κ * L)) / (L * (1 - Real.exp (-(κ * L))) ^ 2) := by
  have h0 : ∀ n : Image, 0 ≤ yukawa κ (L * radius n.1) := fun n =>
    div_nonneg (Real.exp_pos _).le (mul_nonneg hL.le (Real.sqrt_nonneg _))
  have hs := summable_of_sum_le h0 (finite_sum_le hκ hL)
  refine ⟨hs, ?_, hs.tsum_le_of_sum_le (finite_sum_le hκ hL)⟩
  -- keep only the six nearest images
  have hr : ∀ n ∈ nearest, radius n.1 = 1 := by
    intro n hn
    simp only [nearest, Finset.mem_insert, Finset.mem_singleton] at hn
    rcases hn with rfl | rfl | rfl | rfl | rfl | rfl <;> norm_num [radius]
  have h6 : ∑ n ∈ nearest, yukawa κ (L * radius n.1) = 6 * Real.exp (-(κ * L)) / L := by
    have hc : nearest.card = 6 := by decide
    rw [Finset.sum_congr rfl fun n hn => by rw [hr n hn, mul_one],
      Finset.sum_const, hc, nsmul_eq_mul, yukawa]
    push_cast
    ring
  rw [← h6]
  exact hs.sum_le_tsum nearest fun n _ => h0 n
```

For a numerical instance, choose $\kappa L=\ln10$, so that $x=0.1$. The bounds are

$$\frac{0.6}{L}\le S\le\frac{2.6}{0.81\,L}\approx\frac{3.21}{L}.$$

The 26 nearest images contribute about $(0.600+0.327+0.086)/L\approx1.01/L$, which lies between them. Doubling the cell at fixed $\kappa$ gives $x=0.01$, and in terms of the original $L$ the sum then lies between $0.030/L$ and about $0.133/L$. An unscreened $1/L$ term would only have halved.

## No inverse power of the cell size

Now keep $\kappa$ fixed and let $L$ grow. For $L\ge1$ we have $x\le e^{-\kappa}$, hence $L(1-x)^2\ge(1-e^{-\kappa})^2$ and

$$0\le L^sS(\kappa,L)\le\frac{26}{(1-e^{-\kappa})^2}\,L^s e^{-\kappa L}\longrightarrow0$$

for every real $s$. With $s=1$ this says that $L\,S\to0$, so a large-cell expansion of the image sum has no Madelung term proportional to $1/L$. Larger $s$ exclude the higher inverse powers in the same way.

The theorem states this limit for `L` tending to infinity through the real numbers. In the proof, `h5` is the simplified upper bound, and `squeeze_zero'` encloses the product between zero and a function that tends to zero.

```lean
/-- For `κ > 0` the image sum vanishes faster than any power of the cell size; the case `s = 1`
excludes a Madelung term proportional to `1 / L`. -/
theorem no_power_law {κ : ℝ} (hκ : 0 < κ) (s : ℝ) :
    Tendsto (fun L : ℝ => L ^ s * imageSum κ L) atTop (𝓝 0) := by
  have hlim := (tendsto_rpow_mul_exp_neg_mul_atTop_nhds_zero s κ hκ).const_mul
    (26 / (1 - Real.exp (-κ)) ^ 2)
  rw [mul_zero] at hlim
  refine squeeze_zero' ?_ ?_ hlim
  · filter_upwards [eventually_gt_atTop 0] with L hL
    exact mul_nonneg (by positivity) (le_trans (by positivity) (imageSum_bounds hκ hL).2.1)
  · filter_upwards [eventually_ge_atTop 1] with L hL
    have hL0 : 0 < L := by linarith
    have h1 : 0 < 1 - Real.exp (-κ) := sub_pos.2 (Real.exp_lt_one_iff.2 (neg_lt_zero.2 hκ))
    have h2 : Real.exp (-(κ * L)) ≤ Real.exp (-κ) := Real.exp_le_exp.2 (by nlinarith)
    have h3 : (1 - Real.exp (-κ)) ^ 2 ≤ (1 - Real.exp (-(κ * L))) ^ 2 :=
      pow_le_pow_left₀ h1.le (by linarith) 2
    have h4 : (1 - Real.exp (-κ)) ^ 2 ≤ L * (1 - Real.exp (-(κ * L))) ^ 2 := by
      nlinarith [sq_nonneg (1 - Real.exp (-(κ * L)))]
    have h5 : imageSum κ L ≤ 26 * Real.exp (-(κ * L)) / (1 - Real.exp (-κ)) ^ 2 :=
      (imageSum_bounds hκ hL0).2.2.trans
        (div_le_div_of_nonneg_left (by positivity) (pow_pos h1 2) h4)
    refine (mul_le_mul_of_nonneg_left h5 (by positivity)).trans (le_of_eq ?_)
    rw [neg_mul]
    ring

end

end YukawaImages
```

```lean
#print axioms YukawaImages.imageSum_bounds
-- 'YukawaImages.imageSum_bounds' depends on axioms: [propext, Classical.choice, Quot.sound]
#print axioms YukawaImages.no_power_law
-- 'YukawaImages.no_power_law' depends on axioms: [propext, Classical.choice, Quot.sound]
```

## The image sum in a supercell calculation

Consider a supercell model of a charged impurity in which mobile charges screen linearly and isotropically with fixed $\kappa$, and no uniform background is added. The image energy per cell is then $q^2S/(8\pi\varepsilon)$ in SI units, for charge $q$ and permittivity $\varepsilon$. A program can evaluate $S$ directly by looping over integer triples with coordinates from $-M$ to $M$ and skipping the origin. Adding the shell bounds for $m>M$ shows that the omitted images contribute at most

$$\frac{26}{L}\,\frac{x^{M+1}\,(M+1-Mx)}{(1-x)^2}.$$

For $x=0.1$ and $M=3$, the loop visits 342 images and leaves out at most about $0.012/L$.

If the impurity itself supplies the mobile carriers, their density, and with it $\kappa$, can change with the cell size. The two-sided bound still applies to each cell with its own $\kappa$, whereas the limit assumes that $\kappa$ stays the same.
